# At fixed positive doping, the chemical potential of an ideal Weyl cone falls on heating

## Energies, occupations and doping

Energies are measured from the Weyl node, and the temperature $T>0$ is in energy units ($k_B=1$). The Fermi function is $f(x)=1/(e^{x/T}+1)$, where $x$ is the energy above the chemical potential $\mu$. The density of states is $gE^2$ on both sides of the node; the constant $g>0$ collects the cone's velocity and degeneracy. The net doping $n$ counts electrons at $E$ minus holes, that is empty states, at $-E$:

$$n=\int_0^\infty gE^2\,\bigl[f(E-\mu)-(1-f(-E-\mu))\bigr]\,dE .$$

The claim is that $n=g(\mu^3+\pi^2T^2\mu)/3$. Hence at each temperature $n$ fixes $\mu$ uniquely, and at fixed $n>0$ heating strictly lowers $\mu$.

## From the Fermi integral to a cubic

**Symmetry.** Multiplying numerator and denominator by $e^{x/T}$,
$$f(-x)=\frac{e^{x/T}}{1+e^{x/T}}=1-f(x),$$
so the hole term is $f(E+\mu)$.

**First moment.** For $x>0$, $f(x)=\sum_{j\ge0}(-1)^je^{-(j+1)x/T}$, and $\int_0^\infty xe^{-(j+1)x/T}dx=T^2/(j+1)^2$. These values have a finite sum, so term-by-term integration is allowed. The even-denominator terms of $\sum_{m\ge1} 1/m^2=\pi^2/6$ add up to $\pi^2/24$; subtracting them twice gives the alternating sum $\pi^2/12$. Therefore $\int_0^\infty xf\,dx=\pi^2T^2/12$.

**Shift.** Put $x=E-\mu$ in the electron integral and $x=E+\mu$ in the hole integral:
$$I=\int_{-\mu}^\infty(x+\mu)^2f\,dx-\int_\mu^\infty(x-\mu)^2f\,dx .$$
Split both at $0$. The tails give $4\mu\int_0^\infty xf\,dx=\pi^2T^2\mu/3$. In the finite part of the first integral replace $x$ by $-x$; the finite parts become
$$\int_0^\mu(x-\mu)^2\,[f(-x)+f(x)]\,dx=\int_0^\mu(x-\mu)^2dx=\frac{\mu^3}{3}.$$
With oriented integrals this holds for either sign of $\mu$. So $I=(\mu^3+\pi^2T^2\mu)/3$ and $n=gI$.

**Uniqueness.** The cubic is continuous and unbounded in both directions, so it takes every value. If $\mu$ and $\nu$ give the same $n$, then
$$(\nu-\mu)(\nu^2+\nu\mu+\mu^2+\pi^2T^2)=0,$$
and the second factor is positive.

**Heating.** For $n>0$, $\mu(\mu^2+\pi^2T^2)=3n/g>0$ forces $\mu>0$. Equating the cubics at $T_1<T_2$,
$$(\mu_2-\mu_1)(\mu_2^2+\mu_2\mu_1+\mu_1^2+\pi^2T_1^2)=-\pi^2(T_2^2-T_1^2)\mu_2<0,$$
so $\mu_2<\mu_1$. If the same doping fills the cone up to $F>0$ at zero temperature, then $n=gF^3/3$, so $\mu^3<\mu^3+\pi^2T^2\mu=F^3$ and $\mu<F$.

**Numbers.** Take $g=3$ and $n=8$, so $F=2$. At $T=\sqrt7/\pi\approx0.842$ the equation is $\mu^3+7\mu=8$, with solution $\mu=1$: half the Fermi energy.

## The model in Lean

```lean
import Mathlib

open MeasureTheory Set Filter Asymptotics
open scoped Real Topology

namespace WeylConeDoping

noncomputable section
```

`fermi T x` is $f(x)$.

```lean
/-- Fermi occupation at energy `x` above the chemical potential and temperature `T ≠ 0`
(in energy units). -/
def fermi (T x : ℝ) : ℝ := 1 / (Real.exp (x / T) + 1)
```

`netDoping g T μ` is the integral for $n$, with holes written as empty states.

```lean
/-- Net doping of a Weyl cone with density of states `g E ^ 2` at temperature `T ≠ 0`: electrons
at energy `E` minus holes (empty states) at energy `-E`, summed over `E > 0`. -/
def netDoping (g T μ : ℝ) : ℝ :=
  ∫ E in Ioi (0 : ℝ), g * E ^ 2 * (fermi T (E - μ) - (1 - fermi T (-E - μ)))
```

The model is a non-interacting, isotropic, untilted cone continued to all energies. For such a cone, the cubic can check a numerical search for $\mu$.

Counting only the electrons above the node would be another model. Its density is positive for every $\mu$, so it could not be this cubic, and no $\mu$ would give $n\le0$.

## Symmetry, integrability and the first moment

The first lemma is the symmetry, the second continuity.

```lean
/-- Particle-hole symmetry: the occupation at `-x` is the probability that the state at `x`
is empty. -/
theorem fermi_neg (T x : ℝ) : fermi T (-x) = 1 - fermi T x := by
  unfold fermi
  have he := Real.exp_pos (x / T)
  have h : (Real.exp (x / T))⁻¹ + 1 = (Real.exp (x / T) + 1) / Real.exp (x / T) := by
    rw [add_div, div_self he.ne', one_div, add_comm]
  have h1 : Real.exp (x / T) + 1 ≠ 0 := by positivity
  rw [neg_div, Real.exp_neg, h, one_div_div, eq_sub_iff_add_eq, ← add_div, div_self h1]

/-- The Fermi function is continuous in the energy. -/
theorem fermi_continuous (T : ℝ) : Continuous (fermi T) := by
  change Continuous fun x : ℝ => 1 / (Real.exp (x / T) + 1)
  exact Continuous.div continuous_const (by fun_prop) (fun x => by positivity)
```

Next, for a natural number $k$, $x^k$ grows more slowly than $e^{x/(2T)}$ while the occupation decays like $e^{-x/T}$. The product is also continuous down to $x=0$, so it is integrable, which permits splitting the integrals.

```lean
/-- At positive temperature every natural-number power of the energy, weighted with the Fermi
occupation, is integrable over positive energies. -/
theorem fermi_integrable {T : ℝ} (hT : 0 < T) (k : ℕ) (μ : ℝ) :
    IntegrableOn (fun x : ℝ => x ^ k * fermi T (x - μ)) (Ioi 0) := by
  have hb : 0 < 1 / (2 * T) := by positivity
  have hc : Continuous (fun x : ℝ => x ^ k * fermi T (x - μ)) :=
    (continuous_pow k).mul ((fermi_continuous T).comp (continuous_id.sub continuous_const))
  refine integrable_of_isBigO_exp_neg hb hc.continuousOn ?_
  have h1 := (isLittleO_pow_exp_pos_mul_atTop (k := k) hb).isBigO
  -- the occupation has a Boltzmann tail
  have h2 : (fun x : ℝ => fermi T (x - μ)) =O[atTop] fun x => Real.exp (-(1 / T) * x) := by
    refine IsBigO.of_bound (Real.exp (μ / T)) (Eventually.of_forall fun x => ?_)
    have h0 : 0 ≤ fermi T (x - μ) := by unfold fermi; positivity
    rw [Real.norm_of_nonneg h0, Real.norm_of_nonneg (Real.exp_pos _).le, ← Real.exp_add,
      show μ / T + -(1 / T) * x = -((x - μ) / T) by ring, Real.exp_neg, ← one_div]
    exact one_div_le_one_div_of_le (Real.exp_pos _) (by linarith)
  refine (h1.mul h2).congr_right fun x => ?_
  change Real.exp _ * Real.exp _ = Real.exp _
  rw [← Real.exp_add]
  congr 1
  ring
```

In the alternating sum, `he` holds the even terms.

```lean
/-- The alternating sum of inverse squares, `1 - 1/4 + 1/9 - ...`, is `π ^ 2 / 12`. -/
theorem hasSum_alternating :
    HasSum (fun n : ℕ => (-1 : ℝ) ^ n / ((n : ℝ) + 1) ^ 2) (π ^ 2 / 12) := by
  have he : HasSum (fun n : ℕ => if Even n then 1 / (n : ℝ) ^ 2 else 0) (π ^ 2 / 24) := by
    have hinj : Function.Injective (fun k : ℕ => 2 * k) := fun a b h => by
      have h' : 2 * a = 2 * b := h
      omega
    refine (hinj.hasSum_iff ?_).1 ?_
    · intro n hn
      refine if_neg ?_
      rintro ⟨k, hk⟩
      exact hn ⟨k, by change 2 * k = n; omega⟩
    · have hf : ((fun n : ℕ => if Even n then 1 / (n : ℝ) ^ 2 else 0) ∘ fun k : ℕ => 2 * k)
          = fun k : ℕ => 1 / 4 * (1 / (k : ℝ) ^ 2) := by
        ext k
        change (if Even (2 * k) then 1 / ((2 * k : ℕ) : ℝ) ^ 2 else 0) = _
        rw [if_pos (even_two_mul k)]
        push_cast
        ring
      rw [hf, show π ^ 2 / 24 = 1 / 4 * (π ^ 2 / 6) by ring]
      exact hasSum_zeta_two.mul_left _
  -- all terms minus twice the even ones
  have h := hasSum_zeta_two.sub (he.mul_left 2)
  rw [show π ^ 2 / 6 - 2 * (π ^ 2 / 24) = π ^ 2 / 12 by ring] at h
  have h3 := (hasSum_nat_add_iff' 1).2 h
  have hf : (fun n : ℕ => (-1 : ℝ) ^ n / ((n : ℝ) + 1) ^ 2)
      = fun n : ℕ => 1 / ((n + 1 : ℕ) : ℝ) ^ 2
        - 2 * (if Even (n + 1) then 1 / ((n + 1 : ℕ) : ℝ) ^ 2 else 0) := by
    funext n
    rcases Nat.even_or_odd n with hn | hn
    · have h' : ¬ Even (n + 1) := by rw [Nat.even_add_one]; exact not_not.2 hn
      rw [hn.neg_one_pow, if_neg h']
      push_cast
      ring
    · have h' : Even (n + 1) := hn.add_one
      rw [hn.neg_one_pow, if_pos h']
      push_cast
      ring
  have hz : π ^ 2 / 12 = π ^ 2 / 12 - ∑ i ∈ Finset.range 1,
      (1 / (i : ℝ) ^ 2 - 2 * (if Even i then 1 / (i : ℝ) ^ 2 else 0)) := by
    simp
  rw [hf, hz]
  exact h3
```

In the moment, `hI` integrates one Boltzmann term, `hsum` justifies the exchange, and `hs` resums the geometric series. The code's `n` is the $j$ above.

```lean
/-- At positive temperature the first moment of the Fermi function over positive energies is
`π ^ 2 T ^ 2 / 12`. -/
theorem fermi_moment {T : ℝ} (hT : 0 < T) :
    ∫ x in Ioi (0 : ℝ), x * fermi T x = π ^ 2 * T ^ 2 / 12 := by
  have hI : ∀ n : ℕ, ∫ x in Ioi (0 : ℝ), x * Real.exp (-(((n : ℝ) + 1) / T * x))
      = T ^ 2 / ((n : ℝ) + 1) ^ 2 := by
    intro n
    have h := Real.integral_rpow_mul_exp_neg_mul_Ioi (a := 2) (r := ((n : ℝ) + 1) / T)
      two_pos (by positivity)
    rw [show (2 : ℝ) - 1 = 1 by norm_num, Real.rpow_two, Real.Gamma_two] at h
    simp only [Real.rpow_one, mul_one] at h
    rw [h, one_div_div, div_pow]
  have hint : ∀ n : ℕ, Integrable (fun x : ℝ => x * Real.exp (-(((n : ℝ) + 1) / T * x)))
      (volume.restrict (Ioi 0)) := by
    intro n
    by_contra hn
    have h0 := integral_undef hn
    rw [hI n] at h0
    exact (show (0 : ℝ) < T ^ 2 / ((n : ℝ) + 1) ^ 2 by positivity).ne' h0
  -- terms of the expansion in Boltzmann factors
  obtain ⟨F, hF⟩ : ∃ F : ℕ → ℝ → ℝ, ∀ n x,
      F n x = (-1) ^ n * (x * Real.exp (-(((n : ℝ) + 1) / T * x))) := ⟨_, fun _ _ => rfl⟩
  have hFint : ∀ n, Integrable (F n) (volume.restrict (Ioi 0)) := by
    intro n
    rw [funext (hF n)]
    exact (hint n).const_mul _
  have hnorm : (fun n : ℕ => ∫ x in Ioi (0 : ℝ), ‖F n x‖)
      = fun n : ℕ => T ^ 2 * (1 / ((n + 1 : ℕ) : ℝ) ^ 2) := by
    ext n
    have h : ∫ x in Ioi (0 : ℝ), ‖F n x‖ = T ^ 2 / ((n : ℝ) + 1) ^ 2 := by
      rw [← hI n]
      refine setIntegral_congr_fun measurableSet_Ioi (fun x hx => ?_)
      have hx' : 0 < x := hx
      change ‖F n x‖ = x * Real.exp (-(((n : ℝ) + 1) / T * x))
      rw [hF, norm_mul, norm_pow, norm_neg, norm_one, one_pow, one_mul,
        Real.norm_of_nonneg (by positivity)]
    rw [h]
    push_cast
    ring
  have hsum : Summable (fun n : ℕ => ∫ x in Ioi (0 : ℝ), ‖F n x‖) := by
    rw [hnorm]
    exact ((summable_nat_add_iff 1).2 hasSum_zeta_two.summable).mul_left (T ^ 2)
  have hv : (fun n : ℕ => ∫ x in Ioi (0 : ℝ), F n x)
      = fun n : ℕ => T ^ 2 * ((-1 : ℝ) ^ n / ((n : ℝ) + 1) ^ 2) := by
    ext n
    simp only [hF]
    rw [integral_const_mul, hI n]
    ring
  -- the geometric series adds up to the Fermi function
  have hs : ∫ x in Ioi (0 : ℝ), ∑' n, F n x = ∫ x in Ioi (0 : ℝ), x * fermi T x := by
    refine setIntegral_congr_fun measurableSet_Ioi (fun x hx => ?_)
    have hq : ‖-Real.exp (-(x / T))‖ < 1 := by
      rw [norm_neg, Real.norm_of_nonneg (Real.exp_pos _).le]
      exact Real.exp_lt_one_iff.2 (neg_lt_zero.2 (div_pos hx hT))
    have hgeo := (hasSum_geometric_of_norm_lt_one hq).mul_left (x * Real.exp (-(x / T)))
    have e1 : (fun n => F n x)
        = fun n => x * Real.exp (-(x / T)) * (-Real.exp (-(x / T))) ^ n := by
      ext n
      have h : Real.exp (-(((n : ℝ) + 1) / T * x)) = Real.exp (-(x / T)) ^ (n + 1) := by
        rw [← Real.exp_nat_mul]
        congr 1
        push_cast
        ring
      rw [hF, h, neg_pow (Real.exp (-(x / T))) n]
      ring
    have e2 : x * fermi T x
        = x * Real.exp (-(x / T)) * (1 - -Real.exp (-(x / T)))⁻¹ := by
      have he := Real.exp_pos (x / T)
      have h : 1 - -(Real.exp (x / T))⁻¹ = (Real.exp (x / T) + 1) / Real.exp (x / T) := by
        rw [sub_neg_eq_add, add_div, div_self he.ne', one_div]
      unfold fermi
      rw [Real.exp_neg, h, inv_div]
      field_simp
    change ∑' n, F n x = x * fermi T x
    rw [e1, e2]
    exact hgeo.tsum_eq
  have H := hasSum_integral_of_summable_integral_norm hFint hsum
  rw [hv, hs] at H
  rw [H.unique (hasSum_alternating.mul_left (T ^ 2))]
  ring
```

## The integral and the cubic

`shift` changes variables on finite intervals and takes the limit; `e1` is the tail contribution and `e2` the finite one.

```lean
/-- At positive temperature and any real chemical potential, the electron-minus-hole integral
with weight `E ^ 2` is exactly `(μ ^ 3 + π ^ 2 T ^ 2 μ) / 3`. -/
theorem weyl_integral {T : ℝ} (hT : 0 < T) (μ : ℝ) :
    ∫ E in Ioi (0 : ℝ), E ^ 2 * (fermi T (E - μ) - fermi T (E + μ))
      = (μ ^ 3 + π ^ 2 * T ^ 2 * μ) / 3 := by
  have hq : ∀ c : ℝ, IntegrableOn (fun x : ℝ => (x + c) ^ 2 * fermi T x) (Ioi 0) := by
    intro c
    have h : ∀ k : ℕ, Integrable (fun x : ℝ => x ^ k * fermi T x)
        (volume.restrict (Ioi 0)) := fun k => by
      have h' := fermi_integrable hT k 0
      simp only [sub_zero] at h'
      exact h'
    have e : (fun x : ℝ => (x + c) ^ 2 * fermi T x) = fun x => x ^ 2 * fermi T x
        + 2 * c * (x ^ 1 * fermi T x) + c ^ 2 * (x ^ 0 * fermi T x) := by
      ext x
      ring
    rw [e]
    exact ((h 2).add ((h 1).const_mul (2 * c))).add ((h 0).const_mul (c ^ 2))
  have hc : ∀ c : ℝ, Continuous (fun x : ℝ => (x + c) ^ 2 * fermi T x) := fun c =>
    ((continuous_id.add continuous_const).pow 2).mul (fermi_continuous T)
  -- measure energies from the chemical potential
  have shift : ∀ c : ℝ, ∫ E in Ioi (0 : ℝ), E ^ 2 * fermi T (E - c)
      = (∫ x in (-c)..0, (x + c) ^ 2 * fermi T x)
        + ∫ x in Ioi (0 : ℝ), (x + c) ^ 2 * fermi T x := by
    intro c
    have hR : Tendsto (fun R : ℝ => R) atTop atTop := tendsto_id
    have l1 := intervalIntegral_tendsto_integral_Ioi 0 (fermi_integrable hT 2 c) hR
    have l2 := (intervalIntegral_tendsto_integral_Ioi 0 (hq c)
      (tendsto_atTop_add_const_right atTop (-c) hR)).const_add
        (∫ x in (-c)..0, (x + c) ^ 2 * fermi T x)
    refine tendsto_nhds_unique l1 (l2.congr fun R => ?_)
    rw [intervalIntegral.integral_add_adjacent_intervals ((hc c).intervalIntegrable _ _)
      ((hc c).intervalIntegrable _ _)]
    have h := intervalIntegral.integral_comp_sub_right (a := 0) (b := R)
      (fun x => (x + c) ^ 2 * fermi T x) c
    simp only [sub_add_cancel, zero_sub] at h
    rw [← sub_eq_add_neg]
    exact h.symm
  have s2 := shift (-μ)
  have hi2 := fermi_integrable hT 2 (-μ)
  simp only [sub_neg_eq_add, neg_neg] at s2 hi2
  have e0 : ∫ E in Ioi (0 : ℝ), E ^ 2 * (fermi T (E - μ) - fermi T (E + μ))
      = (∫ E in Ioi (0 : ℝ), E ^ 2 * fermi T (E - μ))
        - ∫ E in Ioi (0 : ℝ), E ^ 2 * fermi T (E + μ) := by
    rw [← integral_sub (fermi_integrable hT 2 μ) hi2]
    simp only [mul_sub]
  -- the thermal tails
  have e1 : (∫ x in Ioi (0 : ℝ), (x + μ) ^ 2 * fermi T x)
      - (∫ x in Ioi (0 : ℝ), (x + -μ) ^ 2 * fermi T x) = 4 * μ * (π ^ 2 * T ^ 2 / 12) := by
    rw [← integral_sub (hq μ) (hq (-μ)), ← fermi_moment hT, ← integral_const_mul]
    congr 1
    ext x
    ring
  -- the finite pieces combine by particle-hole symmetry
  have e2 : (∫ x in (-μ)..0, (x + μ) ^ 2 * fermi T x)
      - (∫ x in μ..0, (x + -μ) ^ 2 * fermi T x) = μ ^ 3 / 3 := by
    have r := intervalIntegral.integral_comp_neg (a := 0) (b := μ)
      (fun x => (x + μ) ^ 2 * fermi T x)
    rw [neg_zero] at r
    have hcn : Continuous (fun x : ℝ => (-x + μ) ^ 2 * fermi T (-x)) :=
      (hc μ).comp continuous_neg
    rw [← r, intervalIntegral.integral_symm 0 μ, sub_neg_eq_add,
      ← intervalIntegral.integral_add (hcn.intervalIntegrable _ _)
        ((hc (-μ)).intervalIntegrable _ _)]
    have e : (fun x : ℝ => (-x + μ) ^ 2 * fermi T (-x) + (x + -μ) ^ 2 * fermi T x)
        = fun x => (x - μ) ^ 2 := by
      ext x
      rw [fermi_neg]
      ring
    rw [e, intervalIntegral.integral_comp_sub_right (fun x => x ^ 2) μ, integral_pow]
    push_cast
    ring
  rw [e0, shift μ, s2]
  linear_combination e1 + e2
```

Symmetry then turns the doping into this integral, for any real `g`.

```lean
/-- At positive temperature the net doping of a Weyl cone is an explicit cubic in the chemical
potential. -/
theorem netDoping_eq {T : ℝ} (hT : 0 < T) (g μ : ℝ) :
    netDoping g T μ = g * (μ ^ 3 + π ^ 2 * T ^ 2 * μ) / 3 := by
  rw [mul_div_assoc, ← weyl_integral hT, ← integral_const_mul]
  unfold netDoping
  congr 1
  ext E
  rw [show -E - μ = -(E + μ) by ring, fermi_neg]
  ring
```

## Uniqueness, heating and the Fermi energy

`∃!` says that exactly one $\mu$ exists. The intermediate value theorem is applied on $[-M,M]$, with $M$ chosen so that the linear term alone reaches $|n|$.

```lean
/-- For `g > 0` and `T > 0`, every real net doping is realised by exactly one chemical
potential. -/
theorem existsUnique_chemicalPotential {g T : ℝ} (hg : 0 < g) (hT : 0 < T) (n : ℝ) :
    ∃! μ, netDoping g T μ = n := by
  have hpT : 0 < π ^ 2 * T ^ 2 := by positivity
  obtain ⟨M, hM0, hM⟩ : ∃ M : ℝ, 0 ≤ M ∧ g * (π ^ 2 * T ^ 2 * M) = 3 * |n| :=
    ⟨3 * |n| / (g * (π ^ 2 * T ^ 2)), by positivity, by field_simp⟩
  have hM3 : 0 ≤ g * M ^ 3 := by positivity
  have hcont : Continuous (fun μ : ℝ => g * (μ ^ 3 + π ^ 2 * T ^ 2 * μ) / 3) := by fun_prop
  have hlo : g * ((-M) ^ 3 + π ^ 2 * T ^ 2 * (-M)) / 3 ≤ n := by
    nlinarith [neg_abs_le n]
  have hhi : n ≤ g * (M ^ 3 + π ^ 2 * T ^ 2 * M) / 3 := by
    nlinarith [le_abs_self n]
  obtain ⟨μ, -, hμ⟩ := intermediate_value_Icc (show -M ≤ M by linarith)
    hcont.continuousOn ⟨hlo, hhi⟩
  have hμ' : g * (μ ^ 3 + π ^ 2 * T ^ 2 * μ) / 3 = n := hμ
  refine ⟨μ, (netDoping_eq hT g μ).trans hμ', fun ν hν => ?_⟩
  have hν' : g * (ν ^ 3 + π ^ 2 * T ^ 2 * ν) / 3 = n := (netDoping_eq hT g ν).symm.trans hν
  -- the difference of the two cubics factorises
  have h : (ν - μ) * (ν ^ 2 + ν * μ + μ ^ 2 + π ^ 2 * T ^ 2) = 0 :=
    mul_left_cancel₀ hg.ne' (by linear_combination 3 * hν' - 3 * hμ')
  rcases mul_eq_zero.1 h with h | h
  · linarith
  · exfalso
    nlinarith [sq_nonneg (ν + μ), sq_nonneg ν, sq_nonneg μ]
```

The heating theorem takes any `μ₁` and `μ₂` that give the same doping `n` at the two temperatures. The products `p1` and `p2` carry the signs of the two sides of the heating identity.

```lean
/-- Heating a Weyl cone (`g > 0`) at fixed positive net doping from `T₁ > 0` to `T₂ > T₁`
strictly lowers the chemical potential, which stays positive. -/
theorem chemicalPotential_decreases {g T₁ T₂ n μ₁ μ₂ : ℝ} (hg : 0 < g) (hT₁ : 0 < T₁)
    (hT : T₁ < T₂) (hn : 0 < n) (h₁ : netDoping g T₁ μ₁ = n) (h₂ : netDoping g T₂ μ₂ = n) :
    0 < μ₂ ∧ μ₂ < μ₁ := by
  rw [netDoping_eq hT₁] at h₁
  rw [netDoping_eq (hT₁.trans hT)] at h₂
  have hpos : 0 < μ₂ := by
    by_contra hle
    have hle' : 0 ≤ -μ₂ := by linarith [not_lt.1 hle]
    have h := mul_nonneg hg.le (mul_nonneg hle'
      (show 0 ≤ μ₂ ^ 2 + π ^ 2 * T₂ ^ 2 by positivity))
    nlinarith
  refine ⟨hpos, ?_⟩
  by_contra hle
  have hle' : 0 ≤ μ₂ - μ₁ := by linarith [not_lt.1 hle]
  have hsq : 0 ≤ μ₂ ^ 2 + μ₂ * μ₁ + μ₁ ^ 2 + π ^ 2 * T₁ ^ 2 := by
    nlinarith [sq_nonneg (μ₂ + μ₁), sq_nonneg μ₁, sq_nonneg μ₂, sq_nonneg (π * T₁)]
  have p1 := mul_nonneg hg.le (mul_nonneg hle' hsq)
  have hTT : 0 < T₂ ^ 2 - T₁ ^ 2 := by nlinarith
  have p2 := mul_pos hg (mul_pos (mul_pos (pow_pos Real.pi_pos 2) hTT) hpos)
  nlinarith
```

The last theorem writes the zero-temperature doping as an integral over filled states, because `fermi 0 x` would be $1/2$ at every energy under Lean's division by zero.

```lean
/-- If a Weyl cone (`g > 0`) at `T > 0` holds the doping that fills the states from the node up
to `F > 0`, its chemical potential lies strictly below `F`. -/
theorem chemicalPotential_lt_fermiEnergy {g T F μ : ℝ} (hg : 0 < g) (hT : 0 < T) (hF : 0 < F)
    (h : netDoping g T μ = ∫ E in (0 : ℝ)..F, g * E ^ 2) : μ < F := by
  have hI : ∫ E in (0 : ℝ)..F, g * E ^ 2 = g * F ^ 3 / 3 := by
    rw [intervalIntegral.integral_const_mul, integral_pow]
    push_cast
    ring
  rw [netDoping_eq hT, hI] at h
  by_contra hle
  have hle' : F ≤ μ := not_lt.1 hle
  have hμ : 0 < μ := hF.trans_le hle'
  have p1 := mul_nonneg hg.le (sub_nonneg.2 (pow_le_pow_left₀ hF.le hle' 3))
  have p2 : 0 < g * (π ^ 2 * T ^ 2 * μ) := by positivity
  nlinarith

end

end WeylConeDoping
```

```lean
#print axioms WeylConeDoping.existsUnique_chemicalPotential
-- 'WeylConeDoping.existsUnique_chemicalPotential' depends on axioms: [propext, Classical.choice, Quot.sound]
#print axioms WeylConeDoping.chemicalPotential_decreases
-- 'WeylConeDoping.chemicalPotential_decreases' depends on axioms: [propext, Classical.choice, Quot.sound]
#print axioms WeylConeDoping.chemicalPotential_lt_fermiEnergy
-- 'WeylConeDoping.chemicalPotential_lt_fermiEnergy' depends on axioms: [propext, Classical.choice, Quot.sound]
```
